# Second-order Stevens factors of Tb³⁺ to Yb³⁺ from Hund-filled 4f orbitals

Let θ be the polar angle measured from the quantisation axis, and put x = cos θ. The ions have the configuration 4f^(7+k), with k = 1 for Tb³⁺, followed by Dy³⁺, Ho³⁺, Er³⁺ and Tm³⁺, up to k = 6 for Yb³⁺.

```lean
import Mathlib

namespace LanthanideStevens

noncomputable section
```

A 4f orbital with projection m has a density that depends on θ only through the square of an associated Legendre function, and this is the same for m and −m. Write ρ_m(x) for that square, up to a constant factor. In the code it is `fDensity m x`, where the natural number `m` is the absolute value of the projection. The four polynomials are put in by definition.

```lean
/-- Unnormalised polar density of a 4f orbital with magnetic quantum number `m` or `-m`,
as a function of `x = cos θ`; the domain is `m ≤ 3`. -/
def fDensity : ℕ → ℝ → ℝ
  | 0, x => (5 * x ^ 3 - 3 * x) ^ 2
  | 1, x => (1 - x ^ 2) * (5 * x ^ 2 - 1) ^ 2
  | 2, x => x ^ 2 * (1 - x ^ 2) ^ 2
  | 3, x => (1 - x ^ 2) ^ 3
  | _, _ => 0
```

The quadrupole q(m) of one electron is the average of 3x² − 1 over this density. Because it is a quotient of two integrals, the missing normalisation cancels. The radial factor ⟨r²⟩ is left out, as is usual for Stevens factors.

```lean
/-- Average of `3 cos² θ - 1` over a 4f orbital with magnetic quantum number `m` or `-m`;
the domain is `m ≤ 3`. -/
def electronQuad (m : ℕ) : ℝ :=
  (∫ x in (-1 : ℝ)..1, (3 * x ^ 2 - 1) * fDensity m x) / ∫ x in (-1 : ℝ)..1, fDensity m x
```

Electrons of equal spin fill the orbitals m = 3, 2, 1, … in this order. Electron number i, counted from i = 0, has m = 3 − i, and Q(k) is the sum of q over the first k electrons. The code subtracts in the integers and then takes the absolute value with `natAbs`.

```lean
/-- Summed quadrupole of `k` electrons of equal spin in the 4f orbitals `m = 3, 2, 1, ...`;
the domain is `k ≤ 7`. -/
def channelQuad (k : ℕ) : ℝ :=
  ∑ i ∈ Finset.range k, electronQuad (3 - (i : ℤ)).natAbs
```

Hund's rules are postulated here. They stand for exchange, which favours maximal spin; for the electron repulsion, which then favours maximal orbital momentum; and for spin–orbit coupling, which aligns the two in a shell that is more than half full. Seven electrons occupy the majority spin channel and k the minority channel. J(k) is the sum of all orbital and spin projections.

```lean
/-- Total angular momentum projection of the Hund filling of 4f^(7+k): the orbital part of
both spin channels plus the spin part `(7 - k)/2`. -/
def hundJ (k : ℕ) : ℝ :=
  ∑ i ∈ Finset.range 7, (3 - (i : ℝ)) + ∑ i ∈ Finset.range k, (3 - (i : ℝ)) + (7 - (k : ℝ)) / 2
```

Within the ground multiplet, the sum of 3 cos² θ − 1 over the electrons acts as α · (3J_z² − J(J+1)), and α is the second-order Stevens factor. With parallel L and S, the state with J_z = J is the single determinant just described, so

α(k) = (Q(7) + Q(k)) / (3J² − J(J+1)).

The file takes this quotient as the definition of α. The operator equivalence behind it is assumed, as are a free ion and a single unmixed multiplet.

```lean
/-- Second-order Stevens factor of 4f^(7+k): the quadrupole of both spin channels divided by
`3J² - J(J+1)`; the domain is `k ≤ 6`. -/
def stevens (k : ℕ) : ℝ :=
  (channelQuad 7 + channelQuad k) / (3 * hundJ k ^ 2 - hundJ k * (hundJ k + 1))
```

## (a) Even polynomials integrated over cos θ

Show that for real a, b, c, d, e

∫ from −1 to 1 of (a + bx² + cx⁴ + dx⁶ + ex⁸) dx = 2(a + b/3 + c/5 + d/7 + e/9).

An antiderivative is ax + bx³/3 + cx⁵/5 + dx⁷/7 + ex⁹/9. It is odd, so its values at 1 and −1 differ by twice the value at 1.

In Lean, `h` states that this function has the required derivative. It is assembled from the derivatives of the powers, and the fundamental theorem of calculus then turns the integral into a difference of end values.

```lean
/-- The integral of an even polynomial of degree at most eight over all values of `cos θ`. -/
theorem integral_even (a b c d e : ℝ) :
    ∫ x in (-1 : ℝ)..1, (a + b * x ^ 2 + c * x ^ 4 + d * x ^ 6 + e * x ^ 8)
      = 2 * (a + b / 3 + c / 5 + d / 7 + e / 9) := by
  have h : ∀ x ∈ Set.uIcc (-1 : ℝ) 1,
      HasDerivAt (fun y : ℝ => a * y + b / 3 * y ^ 3 + c / 5 * y ^ 5 + d / 7 * y ^ 7
        + e / 9 * y ^ 9) (a + b * x ^ 2 + c * x ^ 4 + d * x ^ 6 + e * x ^ 8) x := by
    intro x _
    have h1 := (hasDerivAt_id' x).const_mul a
    have h3 := (hasDerivAt_pow 3 x).const_mul (b / 3)
    have h5 := (hasDerivAt_pow 5 x).const_mul (c / 5)
    have h7 := (hasDerivAt_pow 7 x).const_mul (d / 7)
    have h9 := (hasDerivAt_pow 9 x).const_mul (e / 9)
    exact ((((h1.fun_add h3).fun_add h5).fun_add h7).fun_add h9).congr_deriv
      (by norm_num; ring)
  rw [intervalIntegral.integral_eq_sub_of_hasDerivAt h
    (Continuous.intervalIntegrable (by fun_prop) _ _)]
  ring
```

## (b) The quadrupole from the coefficients of a density

Suppose ρ_m(x) = a + bx² + cx⁴ + dx⁶ for all x. Show that q(m) = A/N with

N = 2(a + b/3 + c/5 + d/7),

A = 2(−a + (3a − b)/3 + (3b − c)/5 + (3c − d)/7 + 3d/9).

N is part (a) with e = 0. For A, multiply out:

(3x² − 1)ρ_m = −a + (3a − b)x² + (3b − c)x⁴ + (3c − d)x⁶ + 3dx⁸,

and apply part (a) again. The facts `h1` and `h2` are these two integrals. Each `calc` block first rewrites the integrand and then uses `integral_even`.

```lean
/-- The quadrupole of a 4f orbital in terms of the coefficients of its polar density. -/
theorem electronQuad_of_coeffs (m : ℕ) (a b c d : ℝ)
    (h : ∀ x, fDensity m x = a + b * x ^ 2 + c * x ^ 4 + d * x ^ 6) :
    electronQuad m = (2 * (-a + (3 * a - b) / 3 + (3 * b - c) / 5 + (3 * c - d) / 7 + 3 * d / 9))
      / (2 * (a + b / 3 + c / 5 + d / 7)) := by
  have h1 : ∫ x in (-1 : ℝ)..1, fDensity m x = 2 * (a + b / 3 + c / 5 + d / 7) := by
    calc ∫ x in (-1 : ℝ)..1, fDensity m x
        = ∫ x in (-1 : ℝ)..1, (a + b * x ^ 2 + c * x ^ 4 + d * x ^ 6 + 0 * x ^ 8) :=
          intervalIntegral.integral_congr (fun x _ => by simp only [h]; ring)
      _ = _ := by rw [integral_even]; ring
  have h2 : ∫ x in (-1 : ℝ)..1, (3 * x ^ 2 - 1) * fDensity m x
      = 2 * (-a + (3 * a - b) / 3 + (3 * b - c) / 5 + (3 * c - d) / 7 + 3 * d / 9) := by
    calc ∫ x in (-1 : ℝ)..1, (3 * x ^ 2 - 1) * fDensity m x
        = ∫ x in (-1 : ℝ)..1, (-a + (3 * a - b) * x ^ 2 + (3 * b - c) * x ^ 4
            + (3 * c - d) * x ^ 6 + (3 * d) * x ^ 8) :=
          intervalIntegral.integral_congr (fun x _ => by simp only [h]; ring)
      _ = _ := by rw [integral_even]
  rw [electronQuad, h1, h2]
```

## (c) The quadrupole of each 4f orbital

Show that for m = 0, 1, 2, 3

q(m) = −(2/45)(3m² − 12).

Expand the densities and insert their coefficients into part (b):

m = 0: ρ = 9x² − 30x⁴ + 25x⁶, N = 8/7, A = 64/105, q = 8/15

m = 1: ρ = 1 − 11x² + 35x⁴ − 25x⁶, N = 32/21, A = 64/105, q = 2/5

m = 2: ρ = x² − 2x⁴ + x⁶, N = 16/105, A = 0, q = 0

m = 3: ρ = 1 − 3x² + 3x⁴ − x⁶, N = 32/35, A = −64/105, q = −2/3

The normalised densities are ρ/N. The right-hand side of the claim gives the same four values of q. Lean makes the same case distinction with `interval_cases m`, and `norm_num` does the fractions.

```lean
/-- The average of `3 cos² θ - 1` over a 4f orbital is `-(2/45) (3m² - 12)`. -/
theorem electronQuad_eq (m : ℕ) (hm : m ≤ 3) :
    electronQuad m = -(2 / 45) * (3 * (m : ℝ) ^ 2 - 12) := by
  interval_cases m
  · rw [electronQuad_of_coeffs 0 0 9 (-30) 25 (fun x => by simp only [fDensity]; ring)]
    norm_num
  · rw [electronQuad_of_coeffs 1 1 (-11) 35 (-25) (fun x => by simp only [fDensity]; ring)]
    norm_num
  · rw [electronQuad_of_coeffs 2 0 1 (-2) 1 (fun x => by simp only [fDensity]; ring)]
    norm_num
  · rw [electronQuad_of_coeffs 3 1 (-3) 3 (-1) (fun x => by simp only [fDensity]; ring)]
    norm_num
```

## (d) A sum rule for the highest projections

For real l and every integer k ≥ 0, show that

Σ_{i<k} [3(l − i)² − l(l+1)] = k(2l + 1 − k)(2l + 1 − 2k)/2.

Use induction on k. For k = 0 both sides vanish. Write S(k) for the right-hand side and n = 2l + 1. Then

S(k) = (n²k − 3nk² + 2k³)/2,

S(k+1) − S(k) = (n² − 3n(2k + 1) + 6k² + 6k + 2)/2.

Inserting n = 2l + 1 gives 2l² − l − 6lk + 3k², which is 3(l − k)² − l(l+1), the term with i = k. The Lean proof splits off this last term with `Finset.sum_range_succ`, and `ring` confirms the identity. The physical case is an integer l with k ≤ 2l + 1; beyond that, the sum runs over projections that do not exist.

```lean
/-- Sum of `3m² - l(l+1)` over the `k` highest projections `m = l, l-1, ...`. -/
theorem sum_quadrupole (l : ℝ) (k : ℕ) :
    ∑ i ∈ Finset.range k, (3 * (l - (i : ℝ)) ^ 2 - l * (l + 1))
      = k * (2 * l + 1 - k) * (2 * l + 1 - 2 * k) / 2 := by
  induction k with
  | zero => simp
  | succ k ih =>
    rw [Finset.sum_range_succ, ih]
    push_cast
    ring
```

## (e) The sign of the sum in a partly filled channel

Let 0 < k < 2l + 1. Show that

Σ_{i<k} [3(l − i)² − l(l+1)] > 0 exactly when 2k < 2l + 1.

By part (d) the sum is the product of k(2l + 1 − k)/2 and 2l + 1 − 2k. The first factor is positive by assumption, so the second one decides the sign. In the code, `hp` is the positivity of the first factor and `he` is the regrouping of the product.

```lean
/-- In a spin channel of `2l+1` orbitals, partly filled from `m = l` down, the sum of `3m² - l(l+1)`
is positive exactly when the channel is less than half full. -/
theorem sum_quadrupole_pos_iff (l : ℝ) (k : ℕ) (h0 : 0 < k) (h1 : (k : ℝ) < 2 * l + 1) :
    0 < ∑ i ∈ Finset.range k, (3 * (l - (i : ℝ)) ^ 2 - l * (l + 1))
      ↔ 2 * (k : ℝ) < 2 * l + 1 := by
  have hk : (0 : ℝ) < k := by exact_mod_cast h0
  have hp : 0 < (k : ℝ) * (2 * l + 1 - k) / 2 :=
    div_pos (mul_pos hk (sub_pos.mpr h1)) two_pos
  have he : (k : ℝ) * (2 * l + 1 - k) * (2 * l + 1 - 2 * k) / 2
      = (k : ℝ) * (2 * l + 1 - k) / 2 * (2 * l + 1 - 2 * k) := by ring
  rw [sum_quadrupole, he, mul_pos_iff_of_pos_left hp, sub_pos]
```

## (f) The quadrupole of one spin channel

Show that for 0 ≤ k ≤ 7

Q(k) = −(1/45) k(7 − k)(7 − 2k).

Since 12 = 3(3 + 1), part (c) reads q = −(2/45)[3m² − l(l+1)] with l = 3. Summing over m = 3 − i with part (d) gives

Q(k) = −(2/45) · k(7 − k)(7 − 2k)/2.

In particular Q(7) = 0, as expected of a full channel, which is spherical. In Lean, `h` treats a single electron: `omega` shows that the absolute value of 3 − i is at most 3, and `sq_abs` removes the absolute value under the square.

```lean
/-- The quadrupole of `k` electrons of equal spin in the 4f shell, filled from `m = 3` down. -/
theorem channelQuad_eq (k : ℕ) (hk : k ≤ 7) :
    channelQuad k = -(1 / 45) * (k * (7 - k) * (7 - 2 * k)) := by
  have h : ∀ i ∈ Finset.range k, electronQuad (3 - (i : ℤ)).natAbs
      = -(2 / 45) * (3 * ((3 : ℝ) - (i : ℝ)) ^ 2 - 3 * (3 + 1)) := by
    intro i hi
    have hi' := Finset.mem_range.mp hi
    rw [electronQuad_eq _ (by omega), Nat.cast_natAbs, Int.cast_abs, sq_abs]
    push_cast
    ring
  rw [channelQuad, Finset.sum_congr rfl h, ← Finset.mul_sum, sum_quadrupole 3 k]
  ring
```

## (g) The total angular momentum

Show that

J(k) = (k + 1)(7 − k)/2.

The orbital projections of n electrons in one channel sum to

Σ_{i<n} (3 − i) = 3n − n(n − 1)/2 = n(7 − n)/2.

This is 0 for n = 7 and k(7 − k)/2 for n = k. Adding the spin part (7 − k)/2 gives the result. The identity holds for every natural number k, but it describes a 4f shell only for k ≤ 7. The code proves the sum over i by induction and uses it for both channels.

```lean
/-- The Hund filling of 4f^(7+k) has total projection `J = (k+1)(7-k)/2`. -/
theorem hundJ_eq (k : ℕ) : hundJ k = (k + 1) * (7 - k) / 2 := by
  have h : ∀ n : ℕ, ∑ i ∈ Finset.range n, (3 - (i : ℝ)) = n * (7 - n) / 2 := by
    intro n
    induction n with
    | zero => simp
    | succ n ih =>
      rw [Finset.sum_range_succ, ih]
      push_cast
      ring
  rw [hundJ, h, h]
  push_cast
  ring
```

## (h) A closed form for the Stevens factor

Show that for 0 ≤ k ≤ 6

α(k) = −2k(7 − 2k) / [45(k + 1)(6 + 6k − k²)].

The denominator in the definition is 3J² − J(J+1) = J(2J − 1). By part (g), 2J − 1 = (k + 1)(7 − k) − 1 = 6 + 6k − k², so

J(2J − 1) = (k + 1)(7 − k)(6 + 6k − k²)/2.

The numerator is Q(k), because Q(7) = 0. Dividing cancels the common factor 7 − k, which is nonzero for k ≤ 6. For k = 7 we have J = 0 and the quotient has no meaning. Lean inserts the earlier formulas and then checks the seven values of k one by one.

```lean
/-- Closed form of the second-order Stevens factor of 4f^(7+k) for `k ≤ 6`. -/
theorem stevens_eq (k : ℕ) (hk : k ≤ 6) :
    stevens k = -(2 * k * (7 - 2 * k)) / (45 * (k + 1) * (6 + 6 * k - (k : ℝ) ^ 2)) := by
  -- the full majority channel drops out through the factor 7 - 7
  rw [stevens, channelQuad_eq 7 le_rfl, channelQuad_eq k (by omega), hundJ_eq]
  interval_cases k <;> norm_num
```

## (i) The six ions

Show that

α(1) = −1/99, α(2) = −2/315, α(3) = −1/450,

α(4) = 4/1575, α(5) = 1/99, α(6) = 2/63.

Insert k into part (h):

k = 1: −10/(45 · 2 · 11) = −10/990

k = 2: −12/(45 · 3 · 14) = −12/1890

k = 3: −6/(45 · 4 · 15) = −6/2700

k = 4: 8/(45 · 5 · 14) = 8/3150

k = 5: 30/(45 · 6 · 11) = 30/2970

k = 6: 60/(45 · 7 · 6) = 60/1890

Reducing the fractions gives the list. The theorem is a conjunction of six equations, each proved in this way.

```lean
/-- The second-order Stevens factors of Tb³⁺, Dy³⁺, Ho³⁺, Er³⁺, Tm³⁺ and Yb³⁺
(`k = 1` to `6`). -/
theorem stevens_values :
    stevens 1 = -1 / 99 ∧ stevens 2 = -2 / 315 ∧ stevens 3 = -1 / 450 ∧
    stevens 4 = 4 / 1575 ∧ stevens 5 = 1 / 99 ∧ stevens 6 = 2 / 63 := by
  refine ⟨?_, ?_, ?_, ?_, ?_, ?_⟩ <;> rw [stevens_eq _ (by norm_num)] <;> norm_num
```

## (j) Oblate and prolate ions

Show that for 1 ≤ k ≤ 6

α(k) < 0 exactly when k ≤ 3, and α(k) > 0 exactly when k ≥ 4.

In part (h) the factors k, k + 1 and 6 + 6k − k² are positive in this range, so α has the sign of −(7 − 2k). This is the change of sign from part (e), where the minority spin channel (not the whole 4f shell) passes half filling, reversed by the factor −2/45. Lean decides the six cases numerically.

Since J(2J − 1) > 0, α has the sign of the total quadrupole in the state J_z = J. In this state Tb³⁺, Dy³⁺ and Ho³⁺ therefore have a 4f cloud flattened along the axis, and Er³⁺, Tm³⁺ and Yb³⁺ an elongated one. In an axially symmetric second-order crystal-field model restricted to the ground multiplet, negative charges on the axis favour J_z = ±J for the first group, and negative charges in the equatorial plane favour it for the second.

```lean
/-- For 4f^(7+k) with `1 ≤ k ≤ 6` the Stevens factor is negative exactly for `k ≤ 3` and positive
exactly for `k ≥ 4`. -/
theorem oblate_prolate (k : ℕ) (h1 : 1 ≤ k) (h6 : k ≤ 6) :
    (stevens k < 0 ↔ k ≤ 3) ∧ (0 < stevens k ↔ 4 ≤ k) := by
  rw [stevens_eq k h6]
  interval_cases k <;> norm_num

end

end LanthanideStevens
```

```lean
#print axioms LanthanideStevens.sum_quadrupole_pos_iff
-- 'LanthanideStevens.sum_quadrupole_pos_iff' depends on axioms: [propext, Classical.choice, Quot.sound]
#print axioms LanthanideStevens.stevens_values
-- 'LanthanideStevens.stevens_values' depends on axioms: [propext, Classical.choice, Quot.sound]
#print axioms LanthanideStevens.oblate_prolate
-- 'LanthanideStevens.oblate_prolate' depends on axioms: [propext, Classical.choice, Quot.sound]
```

## Stevens factors in a crystal-field program, and a definition by operators

In a crystal-field program for one multiplet that uses Stevens operators, the axial second-order term is the diagonal matrix of 3J_z² − J(J+1) in the 2J + 1 states of fixed J_z, multiplied by a coefficient. This coefficient is the product of α, ⟨r²⟩ and a field parameter, and some programs take it as a single input, which then already contains α. Non-axial terms and terms of fourth and sixth order are in general added to it. If α is taken from a table, the quotient in `stevens` tests the entry for the ions Tb³⁺ to Yb³⁺: add the quadrupoles of the occupied orbitals and divide by the matrix element for J_z = J. For Tb³⁺ this is −2/3 divided by 66.

A different model would define α through operators on antisymmetric many-electron states and prove the proportionality to 3J_z² − J(J+1) for the whole multiplet. That would turn the assumed operator equivalence into a theorem. It would also suit the light lanthanides, where L and S are antiparallel and the state J_z = J is in general a combination of several determinants. The formalisation would then involve angular momentum coupling, whereas the present one works with integrals of polynomials and finite sums.
